# At given positive density and bond currents, the state of least kinetic energy on an open hopping chain is unique up to a global phase

`minimiser_unique` concerns one particle on a finite open chain with nearest-neighbour hopping amplitude `-t`, where `t > 0`, and no other term in the Hamiltonian. If two wave functions have the same strictly positive density `ρ` and the same bond currents `j` (in units of `2t`), and both have kinetic energy `-2t ∑ √(ρ_k ρ_(k+1) - j_k²)`, the least these data allow, then one is the other times a constant of modulus one. The wave functions need not be normalised, and the energy per unit norm is this value divided by `∑ ρ_i`. The proof cancels `-2 * t` from the energy equation and uses a bound on each bond to fix the real part of every bond amplitude, the current giving the imaginary part. The bond amplitudes of the two wave functions therefore agree, and an induction along the chain carries the phase found at the first site to all the others.

The first attempt, which Lean rejects:

```lean
import Mathlib

open ComplexConjugate

namespace MinimiserUnique

noncomputable section

variable {n : ℕ}

/-- The hopping Hamiltonian of an open chain with sites `0, …, n`: each bond moves the particle
between its two ends with amplitude `-t`. -/
def hop (t : ℝ) (ψ : Fin (n + 1) → ℂ) : Fin (n + 1) → ℂ := fun i =>
  -(t : ℂ) * ∑ k : Fin n, ((if i = k.castSucc then ψ k.succ else 0) +
    (if i = k.succ then ψ k.castSucc else 0))

/-- The kinetic energy: the real part of the expectation value of the hopping Hamiltonian. -/
def kinetic (t : ℝ) (ψ : Fin (n + 1) → ℂ) : ℝ := (∑ i, conj (ψ i) * hop t ψ i).re

/-- The bond amplitude `conj ψ_k * ψ_(k+1)`. -/
def bond (ψ : Fin (n + 1) → ℂ) (k : Fin n) : ℂ := conj (ψ k.castSucc) * ψ k.succ

/-- The wave function `ψ` has density `ρ` on the sites and current `j` (in units of `2t`)
on the bonds. -/
structure Admissible (ρ : Fin (n + 1) → ℝ) (j : Fin n → ℝ) (ψ : Fin (n + 1) → ℂ) : Prop where
  density : ∀ i, Complex.normSq (ψ i) = ρ i
  current : ∀ k, (bond ψ k).im = j k

/-- The expectation value of the hopping Hamiltonian is real, and equals `-2t` times the sum of
the real parts of the bond amplitudes. -/
theorem expectation_hop (t : ℝ) (ψ : Fin (n + 1) → ℂ) :
    ∑ i, conj (ψ i) * hop t ψ i = ((-2 * t * ∑ k, (bond ψ k).re : ℝ) : ℂ) := by
  have h : ∑ i, conj (ψ i) * hop t ψ i = ∑ k : Fin n, -(t : ℂ) *
      (conj (ψ k.castSucc) * ψ k.succ + conj (ψ k.succ) * ψ k.castSucc) := by
    simp only [hop, Finset.mul_sum]
    rw [Finset.sum_comm]
    refine Finset.sum_congr rfl fun k _ => ?_
    simp only [mul_add, Finset.sum_add_distrib, mul_ite, mul_zero, Finset.sum_ite_eq',
      Finset.mem_univ, if_true]
    ring
  -- the two hopping directions are complex conjugates of each other
  have hk : ∀ k : Fin n, conj (ψ k.castSucc) * ψ k.succ + conj (ψ k.succ) * ψ k.castSucc
      = ((2 * (bond ψ k).re : ℝ) : ℂ) := by
    intro k
    apply Complex.ext <;> simp [bond] <;> ring
  rw [h]
  simp only [hk]
  rw [← Finset.mul_sum]
  push_cast
  rw [← Finset.mul_sum]
  ring

/-- Density and current fix the real part of each bond amplitude up to its sign. -/
theorem bond_re_sq {ρ : Fin (n + 1) → ℝ} {j : Fin n → ℝ} {ψ : Fin (n + 1) → ℂ}
    (h : Admissible ρ j ψ) (k : Fin n) :
    (bond ψ k).re ^ 2 = ρ k.castSucc * ρ k.succ - j k ^ 2 := by
  have h1 : Complex.normSq (bond ψ k) = ρ k.castSucc * ρ k.succ := by
    rw [bond, Complex.normSq_mul, Complex.normSq_conj, h.density, h.density]
  rw [Complex.normSq_apply, h.current] at h1
  linear_combination h1

/-- For a wave function with density `ρ` and current `j`, the real part of each bond amplitude is at
most `√(ρ_k ρ_(k+1) - j_k²)`. -/
theorem bond_re_le {ρ : Fin (n + 1) → ℝ} {j : Fin n → ℝ} {ψ : Fin (n + 1) → ℂ}
    (h : Admissible ρ j ψ) (k : Fin n) :
    (bond ψ k).re ≤ √(ρ k.castSucc * ρ k.succ - j k ^ 2) :=
  (le_abs_self _).trans (Real.abs_le_sqrt (bond_re_sq h k).le)

/-- For `t > 0` and a strictly positive density, two wave functions with density `ρ` and
current `j` that both have the minimum energy differ only by a global phase. -/
theorem minimiser_unique {t : ℝ} (ht : 0 < t) {ρ : Fin (n + 1) → ℝ} {j : Fin n → ℝ}
    (hρ : ∀ i, 0 < ρ i) {ψ φ : Fin (n + 1) → ℂ} (hψ : Admissible ρ j ψ) (hφ : Admissible ρ j φ)
    (eψ : kinetic t ψ = -2 * t * ∑ k : Fin n, √(ρ k.castSucc * ρ k.succ - j k ^ 2))
    (eφ : kinetic t φ = -2 * t * ∑ k : Fin n, √(ρ k.castSucc * ρ k.succ - j k ^ 2)) :
    ∃ c : ℂ, ‖c‖ = 1 ∧ ∀ i, φ i = c * ψ i := by
  -- minimal energy forces the real part of every bond amplitude
  have key : ∀ χ : Fin (n + 1) → ℂ, Admissible ρ j χ →
      kinetic t χ = -2 * t * ∑ k : Fin n, √(ρ k.castSucc * ρ k.succ - j k ^ 2) →
      ∀ k, (bond χ k).re = √(ρ k.castSucc * ρ k.succ - j k ^ 2) := by
    intro χ h e k
    rw [kinetic, expectation_hop, Complex.ofReal_re] at e
    have hs := mul_left_cancel₀ (by linarith : -2 * t ≠ 0 ∨ False).elim e
    exact (Finset.sum_eq_sum_iff_of_le fun k _ => bond_re_le h k).1 hs k (Finset.mem_univ k)
  have hb : ∀ k, bond φ k = bond ψ k := fun k => Complex.ext
    ((key φ hφ eφ k).trans (key ψ hψ eψ k).symm) ((hφ.current k).trans (hψ.current k).symm)
  have hne : ∀ i, ψ i ≠ 0 := fun i h => (hρ i).ne' (by rw [← hψ.density i, h, map_zero])
  have hn : Complex.normSq (φ 0 / ψ 0) = 1 := by
    rw [Complex.normSq_div, hφ.density, hψ.density, div_self (hρ 0).ne']
  obtain ⟨c, hc⟩ : ∃ c, c = φ 0 / ψ 0 := ⟨_, rfl⟩
  rw [← hc] at hn
  have hcc : conj c * c = 1 := by rw [mul_comm, Complex.mul_conj, hn, Complex.ofReal_one]
  refine ⟨c, (sq_eq_sq₀ (norm_nonneg c) zero_le_one).1
    (by rw [← Complex.normSq_eq_norm_sq, hn, one_pow]), fun i => ?_⟩
  -- the phase propagates from bond to bond
  induction i using Fin.induction with
  | zero => rw [hc, div_mul_cancel₀ _ (hne 0)]
  | succ k ih =>
    have h := hb k
    rw [bond, bond, ih, map_mul] at h
    have hk : conj (ψ k.castSucc) ≠ 0 := (map_ne_zero _).2 (hne _)
    apply mul_left_cancel₀ hk
    linear_combination c * h - (conj (ψ k.castSucc) * φ k.succ) * hcc

end

end MinimiserUnique
```

Compiling this gives:

```
Main.lean:82:32: error: Application type mismatch: The argument
  Or.elim ?m.305
has type
  (-2 * t ≠ 0 → ?m.308) → (False → ?m.308) → ?m.308
but is expected to have type
  ?m.291 ≠ 0
in the application
  mul_left_cancel₀ (Or.elim ?m.305)
Main.lean:82:36: error: linarith failed to find a contradiction
n : ℕ
t : ℝ
ht : 0 < t
ρ : Fin (n + 1) → ℝ
j : Fin n → ℝ
hρ : ∀ (i : Fin (n + 1)), 0 < ρ i
ψ φ : Fin (n + 1) → ℂ
hψ : Admissible ρ j ψ
hφ : Admissible ρ j φ
eψ : kinetic t ψ = -2 * t * ∑ k, √(ρ k.castSucc * ρ k.succ - j k ^ 2)
eφ : kinetic t φ = -2 * t * ∑ k, √(ρ k.castSucc * ρ k.succ - j k ^ 2)
χ : Fin (n + 1) → ℂ
h : Admissible ρ j χ
e : -2 * t * ∑ k, (bond χ k).re = -2 * t * ∑ k, √(ρ k.castSucc * ρ k.succ - j k ^ 2)
k : Fin n
⊢ False
failed
```

Cause. Both errors come from the first argument of `mul_left_cancel₀`, which should be a proof that the factor to be cancelled, `-2 * t`, is nonzero.

The first message says that this argument has the wrong type. Lean reads `(...).elim` and `e` as two separate arguments of `mul_left_cancel₀`, so `Or.elim` gets the disjunction but neither of the two case functions it still needs. What is left is a function waiting for them, where a proof of `≠ 0` is expected.

The second message is about the disjunction `-2 * t ≠ 0 ∨ False` itself. `linarith` does not prove disjunctions and does not try to prove one side of them. Faced with such a goal it drops it and looks for a contradiction among the hypotheses alone, hence the `⊢ False`, and here they give none.

The repair asks `linarith` for `-2 * t < 0` instead, which follows linearly from `ht : 0 < t`. Then `hneg.ne` is exactly the proof of `-2 * t ≠ 0` that `mul_left_cancel₀` needs, and the disjunction is gone.

The repair, with which the file compiles:

```diff
@@ -80,5 +80,6 @@
     intro χ h e k
     rw [kinetic, expectation_hop, Complex.ofReal_re] at e
-    have hs := mul_left_cancel₀ (by linarith : -2 * t ≠ 0 ∨ False).elim e
+    have hneg : -2 * t < 0 := by linarith
+    have hs := mul_left_cancel₀ hneg.ne e
     exact (Finset.sum_eq_sum_iff_of_le fun k _ => bond_re_le h k).1 hs k (Finset.mem_univ k)
   have hb : ∀ k, bond φ k = bond ψ k := fun k => Complex.ext
```
